# Muon polarization of isolated isotropic muonium in a longitudinal field: a constant plus one oscillation

## Spins, Hamiltonian and signal

Set $\hbar=1$, so that energies are angular frequencies. Muonium has an electron spin $\mathbf S$ and a muon spin $\mathbf I$, both $1/2$, in a static field along $z$:

$$H = A\,\mathbf S\cdot\mathbf I+\omega_e S_z-\omega_\mu I_z .$$

The constant $A$ stands for the isotropic contact interaction between the two magnetic moments. The Zeeman frequencies $\omega_e,\omega_\mu$ enter with opposite signs because the electron and the positive muon have opposite charges. All three are arbitrary real numbers here.

```lean
import Mathlib

open Matrix Filter Topology
open scoped Kronecker

namespace MuoniumPolarization

noncomputable section
```

The state space has the basis $\uparrow\uparrow,\ \uparrow\downarrow,\ \downarrow\uparrow,\ \downarrow\downarrow$, electron first. In `Op`, index 0 means up and 1 means down.

```lean
/-- Operators on the spin space of muonium; the first index is the electron, the second the muon,
and 0 means spin up. -/
abbrev Op := Matrix (Fin 2 × Fin 2) (Fin 2 × Fin 2) ℂ
```

The one-spin matrices are half the Pauli matrices.

```lean
/-- The x component of a spin 1/2. -/
def sx : Matrix (Fin 2) (Fin 2) ℂ := !![0, 1/2; 1/2, 0]

/-- The y component of a spin 1/2. -/
def sy : Matrix (Fin 2) (Fin 2) ℂ := !![0, -Complex.I/2; Complex.I/2, 0]

/-- The z component of a spin 1/2. -/
def sz : Matrix (Fin 2) (Fin 2) ℂ := !![1/2, 0; 0, -1/2]
```

A one-spin operator acts on the pair as $s\otimes 1$ for the electron or $1\otimes s$ for the muon.

```lean
/-- A one-spin operator acting on the electron. -/
def electron (s : Matrix (Fin 2) (Fin 2) ℂ) : Op := s ⊗ₖ (1 : Matrix (Fin 2) (Fin 2) ℂ)

/-- A one-spin operator acting on the muon. -/
def muon (s : Matrix (Fin 2) (Fin 2) ℂ) : Op := (1 : Matrix (Fin 2) (Fin 2) ℂ) ⊗ₖ s

/-- The muonium Hamiltonian `A S·I + ωe Sz - ωμ Iz`, with ħ = 1. -/
def hamiltonian (A ωe ωμ : ℝ) : Op :=
  (A : ℂ) • (electron sx * muon sx + electron sy * muon sy + electron sz * muon sz)
    + (ωe : ℂ) • electron sz - (ωμ : ℂ) • muon sz
```

Initially the muon is fully polarized along the field and the electron is unpolarized:

$$\rho=\tfrac14(1+2I_z)=\tfrac12\big(|{\uparrow\uparrow}\rangle\langle{\uparrow\uparrow}|+|{\downarrow\uparrow}\rangle\langle{\downarrow\uparrow}|\big).$$

```lean
/-- The initial state `(1 + 2 Iz)/4`: muon polarized, electron unpolarized. -/
def initialState : Op := (1/4 : ℂ) • (1 + (2 : ℂ) • muon sz)
```

The signal is $P(t)=\mathrm{Tr}(2I_z\,e^{-iHt}\rho\,e^{iHt})$, with the true matrix exponential. Its Lean type is complex, but its value is real, since it is the trace of a product of two Hermitian matrices, $2I_z$ and the evolved state.

```lean
/-- The muon polarization `Tr(2 Iz e^(-iHt) ρ e^(iHt))` at time `t`. -/
def polarization (A ωe ωμ t : ℝ) : ℂ :=
  trace (((2 : ℂ) • muon sz) * NormedSpace.exp ((-(Complex.I * t)) • hamiltonian A ωe ωμ)
    * initialState * NormedSpace.exp ((Complex.I * t) • hamiltonian A ωe ωμ))
```

The reduced field $x$ is defined by $Ax=\omega_e+\omega_\mu$, which is $x=(\omega_e+\omega_\mu)/A$ whenever $A\neq0$. For $A=0$ such an $x$ exists only if $\omega_e+\omega_\mu=0$, and it is then arbitrary. The expected constant part of the signal is

$$R(x)=\frac{1+2x^2}{2(1+x^2)} .$$

```lean
/-- The non-oscillating part of the polarization at reduced field `x`. -/
def residual (x : ℝ) : ℝ := (1 + 2 * x^2) / (2 * (1 + x^2))
```

## One block of two mixed states

$H$ conserves $S_z+I_z$. It therefore has single entries $p,q$ on $\uparrow\uparrow$ and $\downarrow\downarrow$, and a block $\begin{pmatrix}a&b\\c&d\end{pmatrix}$ on $\uparrow\downarrow,\downarrow\uparrow$.

```lean
/-- An operator conserving the total spin projection: entries `p`, `q` on the two parallel states
and the block `a, b; c, d` on the two antiparallel ones. -/
def blk (p a b c d q : ℂ) : Op := Matrix.of fun i j =>
  ![![![![p, 0], ![0, 0]], ![![0, a], ![b, 0]]],
    ![![![0, c], ![d, 0]], ![![0, 0], ![0, q]]]] i.1 i.2 j.1 j.2
```

With a mixing amplitude $u$, the block of the matrix $F$ of eigenvectors and that of its inverse are

$$\begin{pmatrix}1&-u\\u&1\end{pmatrix},\qquad \frac1{1+u^2}\begin{pmatrix}1&u\\-u&1\end{pmatrix}.$$

The columns of $F$ in this block are unnormalised; the normalised states are $(1,u)/\sqrt{1+u^2}$ and $(-u,1)/\sqrt{1+u^2}$.

```lean
/-- The matrix whose columns are the two parallel states and two (unnormalised) combinations of the
antiparallel states with mixing amplitude `u`. -/
def frame (u : ℂ) : Op := blk 1 1 (-u) u 1 1

/-- The candidate inverse of the mixing matrix. -/
def frameInv (u : ℂ) : Op :=
  blk 1 (1 + u^2)⁻¹ (u * (1 + u^2)⁻¹) (-(u * (1 + u^2)⁻¹)) (1 + u^2)⁻¹ 1
```

Products of such operators are taken block by block, which Lean confirms entry by entry.

```lean
/-- Operators conserving the total spin projection multiply block by block. -/
theorem blk_mul (p a b c d q p' a' b' c' d' q' : ℂ) :
    blk p a b c d q * blk p' a' b' c' d' q' =
      blk (p * p') (a * a' + b * c') (a * b' + b * d')
        (c * a' + d * c') (c * b' + d * d') (q * q') := by
  ext ⟨i, j⟩ ⟨k, l⟩
  fin_cases i <;> fin_cases j <;> fin_cases k <;> fin_cases l <;>
    simp [blk, Matrix.mul_apply, Fintype.sum_prod_type, Fin.sum_univ_two]
```

The transverse terms $S_xI_x+S_yI_y$ only exchange $\uparrow\downarrow$ and $\downarrow\uparrow$, with matrix element $1/2$. The parallel states have energies $A/4\pm(\omega_e-\omega_\mu)/2$, and the block is

$$-\frac A4+\begin{pmatrix}(\omega_e+\omega_\mu)/2&A/2\\A/2&-(\omega_e+\omega_\mu)/2\end{pmatrix}
=-\frac A4+\frac A2\begin{pmatrix}x&1\\1&-x\end{pmatrix}.$$

The next lemma gives these entries before $x$ is introduced.

```lean
/-- The matrix elements of the muonium Hamiltonian in the product basis. -/
theorem hamiltonian_eq (A ωe ωμ : ℝ) : hamiltonian A ωe ωμ =
    blk ((A : ℂ)/4 + ((ωe : ℂ) - ωμ)/2) (-(A : ℂ)/4 + ((ωe : ℂ) + ωμ)/2) ((A : ℂ)/2)
      ((A : ℂ)/2) (-(A : ℂ)/4 - ((ωe : ℂ) + ωμ)/2) ((A : ℂ)/4 - ((ωe : ℂ) - ωμ)/2) := by
  have h : ∀ a b, electron a * muon b = a ⊗ₖ b := by
    intro a b
    rw [electron, muon, ← Matrix.mul_kronecker_mul, mul_one, one_mul]
  -- the transverse coupling only flips antiparallel spins
  have hxy : sx ⊗ₖ sx + sy ⊗ₖ sy = blk 0 0 (1/2) (1/2) 0 0 := by
    ext ⟨i, j⟩ ⟨k, l⟩
    fin_cases i <;> fin_cases j <;> fin_cases k <;> fin_cases l <;>
      simp [sx, sy, blk] <;> (try ring_nf) <;> (try simp only [Complex.I_sq]) <;> (try norm_num)
  simp only [hamiltonian, h, hxy]
  ext ⟨i, j⟩ ⟨k, l⟩
  fin_cases i <;> fin_cases j <;> fin_cases k <;> fin_cases l <;>
    simp [sz, blk, electron, muon] <;> ring
```

## Breit-Rabi energies and time evolution

Let $r^2=1+x^2$ and $u=r-x$. Then $x+u=r$, and $(r-x)(r+x)=1$ gives $1-xu=ru$. Hence

$$\begin{pmatrix}x&1\\1&-x\end{pmatrix}\begin{pmatrix}1\\u\end{pmatrix}=r\begin{pmatrix}1\\u\end{pmatrix},$$

and the orthogonal vector $(-u,1)$ has eigenvalue $-r$. The mixed energies are $E_\pm=-A/4\pm Ar/2$. Lean states this as $HF=FD$, with $D$ the diagonal matrix of energies, and checks each entry from the two hypotheses $Ax=\omega_e+\omega_\mu$ and $r^2=1+x^2$.

```lean
/-- Breit-Rabi diagonalisation: the mixing matrix with `u = r - x`, `r² = 1 + x²`, carries the
Hamiltonian to its energies, which are `-A/4 ± A r/2` for the two mixed states. -/
theorem breitRabi {A ωe ωμ x r : ℝ} (hx : A * x = ωe + ωμ) (hr : r^2 = 1 + x^2) :
    hamiltonian A ωe ωμ * frame ((r : ℂ) - x) = frame ((r : ℂ) - x) *
      blk ((A : ℂ)/4 + ((ωe : ℂ) - ωμ)/2) (-(A : ℂ)/4 + (A : ℂ) * r/2) 0 0
        (-(A : ℂ)/4 - (A : ℂ) * r/2) ((A : ℂ)/4 - ((ωe : ℂ) - ωμ)/2) := by
  have hx' : (ωe : ℂ) + ωμ = A * x := by exact_mod_cast hx.symm
  have hr' : (r : ℂ)^2 = 1 + (x : ℂ)^2 := by exact_mod_cast hr
  rw [hamiltonian_eq, frame, blk_mul, blk_mul]
  congr 1 <;> first
    | ring1
    | linear_combination hx'/2
    | linear_combination -hx'/2
    | linear_combination (-((r : ℂ) - x)/2) * hx' - ((A : ℂ)/2) * hr'
```

The exponential of a diagonal matrix is the diagonal matrix of exponentials.

```lean
/-- The exponential of a diagonal spin operator is taken level by level. -/
theorem exp_diag (a b c d : ℂ) : NormedSpace.exp (blk a b 0 0 c d) =
    blk (Complex.exp a) (Complex.exp b) 0 0 (Complex.exp c) (Complex.exp d) := by
  have hd : ∀ a b c d : ℂ, blk a b 0 0 c d =
      Matrix.diagonal (fun i : Fin 2 × Fin 2 => ![![a, b], ![c, d]] i.1 i.2) := by
    intro a b c d
    ext ⟨i, j⟩ ⟨k, l⟩
    fin_cases i <;> fin_cases j <;> fin_cases k <;> fin_cases l <;>
      simp [blk]
  rw [hd, hd, Matrix.exp_diagonal]
  congr 1
  funext ⟨i, j⟩
  first
    | rw [Pi.exp_apply]
    | rw [NormedSpace.Pi.exp_apply]
    | rw [Pi.coe_exp]
  fin_cases i <;> fin_cases j <;> simp [Complex.exp_eq_exp_ℂ]
```

Since $1+u^2>0$, $F$ is invertible and $H=FDF^{-1}$. Therefore $e^{zH}=Fe^{zD}F^{-1}$ for every complex $z$. In the proof `hW` verifies the inverse, `hz` is the conjugation, and `Matrix.exp_conj` carries it through the exponential.

```lean
/-- The exponential `e^(zH)` in terms of the Breit-Rabi energies and the mixing matrix. -/
theorem exp_hamiltonian {A ωe ωμ x r : ℝ} (hx : A * x = ωe + ωμ) (hr : r^2 = 1 + x^2) (z : ℂ) :
    NormedSpace.exp (z • hamiltonian A ωe ωμ) = frame ((r : ℂ) - x) *
      blk (Complex.exp (z * ((A : ℂ)/4 + ((ωe : ℂ) - ωμ)/2)))
        (Complex.exp (z * (-(A : ℂ)/4 + (A : ℂ) * r/2))) 0 0
        (Complex.exp (z * (-(A : ℂ)/4 - (A : ℂ) * r/2)))
        (Complex.exp (z * ((A : ℂ)/4 - ((ωe : ℂ) - ωμ)/2))) * frameInv ((r : ℂ) - x) := by
  have hne : 1 + ((r : ℂ) - x)^2 ≠ 0 := by
    have h : 1 + (r - x)^2 ≠ 0 := by positivity
    exact_mod_cast h
  have hn := mul_inv_cancel₀ hne
  have hone : (1 : Op) = blk 1 1 0 0 1 1 := by
    ext ⟨i, j⟩ ⟨k, l⟩
    fin_cases i <;> fin_cases j <;> fin_cases k <;> fin_cases l <;> simp [blk]
  have hW : frame ((r : ℂ) - x) * frameInv ((r : ℂ) - x) = 1 := by
    rw [hone, frame, frameInv, blk_mul]
    congr 1 <;> first | ring1 | linear_combination hn
  have hinv := Matrix.inv_eq_right_inv hW
  have hunit : IsUnit (frame ((r : ℂ) - x)) := ⟨⟨_, _, hW, mul_eq_one_comm.mp hW⟩, rfl⟩
  have hs : ∀ a b c d : ℂ, z • blk a b 0 0 c d = blk (z * a) (z * b) 0 0 (z * c) (z * d) := by
    intro a b c d
    ext ⟨i, j⟩ ⟨k, l⟩
    fin_cases i <;> fin_cases j <;> fin_cases k <;> fin_cases l <;> simp [blk]
  -- H is conjugate to its diagonal form
  have hz : z • hamiltonian A ωe ωμ = frame ((r : ℂ) - x) *
      (z • blk ((A : ℂ)/4 + ((ωe : ℂ) - ωμ)/2) (-(A : ℂ)/4 + (A : ℂ) * r/2) 0 0
        (-(A : ℂ)/4 - (A : ℂ) * r/2) ((A : ℂ)/4 - ((ωe : ℂ) - ωμ)/2)) *
      frameInv ((r : ℂ) - x) := by
    rw [Matrix.mul_smul, Matrix.smul_mul, ← breitRabi hx hr, Matrix.mul_assoc, hW, Matrix.mul_one]
  rw [hz, ← hinv, Matrix.exp_conj _ _ hunit, hs, exp_diag]
```

## The beat in the polarization

The $\uparrow\uparrow$ half of $\rho$ is stationary and contributes $1/2$. The other half starts in $\downarrow\uparrow$. With $n=1/(1+u^2)$, this state has weight $nu^2$ in the $E_+$ state and $n$ in the $E_-$ state. The expectation values of $2I_z$ in those two states are $-n(1-u^2)$ and $n(1-u^2)$, so the stationary terms add up to $n^2(1-u^2)^2$. The cross terms oscillate at $E_+-E_-=Ar$ and give $4n^2u^2\cos(Art)$. Thus

$$P(t)=\tfrac12+\tfrac12n^2\big[(1-u^2)^2+4u^2\cos(Art)\big].$$

From $1+u^2=2ru$ follows $4n^2u^2=1/(1+x^2)$, and $1-u^2=2xu$ turns the first term in the bracket into $4x^2u^2$. With $r=\sqrt{1+x^2}$,

$$P(t)=\frac12+\frac{x^2+\cos(Art)}{2(1+x^2)}=R(x)+\frac{\cos(A\sqrt{1+x^2}\,t)}{2(1+x^2)} .$$

In the proof, `hE` cancels the phases of a single level and `hC` combines the two cross terms into a cosine. The relations between $u$, $n$ and $x$ are `k1`, `k2` and `k3`, and `hfin` is the final simplification. The theorem holds for every real $t$ and either sign of $A$.

```lean
/-- The muon polarization in a longitudinal field is a constant plus a single oscillation at
frequency `A √(1 + x²)`, where `A x = ωe + ωμ`. -/
theorem polarization_eq {A ωe ωμ x : ℝ} (hx : A * x = ωe + ωμ) (t : ℝ) :
    polarization A ωe ωμ t =
      ((residual x + Real.cos (A * √(1 + x^2) * t) / (2 * (1 + x^2)) : ℝ) : ℂ) := by
  have hr : (√(1 + x^2))^2 = 1 + x^2 := Real.sq_sqrt (by positivity)
  generalize √(1 + x^2) = r at hr ⊢
  have hr' : (r : ℂ)^2 = 1 + (x : ℂ)^2 := by exact_mod_cast hr
  have hq : 2 * (1 + (x : ℂ)^2) ≠ 0 := by
    have h : 2 * (1 + x^2) ≠ 0 := by positivity
    exact_mod_cast h
  have hne : 1 + ((r : ℂ) - x)^2 ≠ 0 := by
    have h : 1 + (r - x)^2 ≠ 0 := by positivity
    exact_mod_cast h
  have hn := mul_inv_cancel₀ hne
  have hobs : (2 : ℂ) • muon sz = blk 1 (-1) 0 0 1 (-1) := by
    ext ⟨i, j⟩ ⟨k, l⟩
    fin_cases i <;> fin_cases j <;> fin_cases k <;> fin_cases l <;> simp [muon, sz, blk] <;> norm_num
  have hrho : initialState = blk (1/2) 0 0 0 (1/2) 0 := by
    rw [initialState, hobs]
    ext ⟨i, j⟩ ⟨k, l⟩
    fin_cases i <;> fin_cases j <;> fin_cases k <;> fin_cases l <;>
      simp [blk] <;> norm_num
  have htr : ∀ p a b c d q : ℂ, trace (blk p a b c d q) = p + a + d + q := by
    intro p a b c d q
    simp [Matrix.trace, blk, Fintype.sum_prod_type, Fin.sum_univ_two]
    ring
  -- phases of one level cancel; the two mixed levels beat against each other
  have hE : ∀ E : ℂ, Complex.exp (-(Complex.I * t) * E) * Complex.exp (Complex.I * t * E) = 1 := by
    intro E
    rw [← Complex.exp_add, show -(Complex.I * t) * E + Complex.I * t * E = 0 by ring,
      Complex.exp_zero]
  have hC : Complex.exp (-(Complex.I * t) * (-(A : ℂ)/4 + (A : ℂ) * r/2)) *
        Complex.exp (Complex.I * t * (-(A : ℂ)/4 - (A : ℂ) * r/2)) +
      Complex.exp (-(Complex.I * t) * (-(A : ℂ)/4 - (A : ℂ) * r/2)) *
        Complex.exp (Complex.I * t * (-(A : ℂ)/4 + (A : ℂ) * r/2)) =
      2 * Complex.cos ((A : ℂ) * r * t) := by
    rw [← Complex.exp_add, ← Complex.exp_add,
      show -(Complex.I * t) * (-(A : ℂ)/4 + (A : ℂ) * r/2) +
        Complex.I * t * (-(A : ℂ)/4 - (A : ℂ) * r/2) = -((A : ℂ) * r * t) * Complex.I by ring,
      show -(Complex.I * t) * (-(A : ℂ)/4 - (A : ℂ) * r/2) +
        Complex.I * t * (-(A : ℂ)/4 + (A : ℂ) * r/2) = ((A : ℂ) * r * t) * Complex.I by ring,
      Complex.cos]
    ring
  have h1 := hE ((A : ℂ)/4 + ((ωe : ℂ) - ωμ)/2)
  have h2 := hE (-(A : ℂ)/4 + (A : ℂ) * r/2)
  have h3 := hE (-(A : ℂ)/4 - (A : ℂ) * r/2)
  rw [polarization, exp_hamiltonian hx hr, exp_hamiltonian hx hr, hobs, hrho]
  simp only [frame, frameInv, blk_mul, htr]
  generalize (1 + ((r : ℂ) - x)^2)⁻¹ = n at hn ⊢
  obtain ⟨u, hu⟩ : ∃ u : ℂ, u = (r : ℂ) - x := ⟨_, rfl⟩
  rw [← hu] at hn ⊢
  have k1 : 2 * r * u * n = 1 := by
    rw [hu] at hn ⊢
    linear_combination hn + n * hr'
  have k2 : n^2 * u^2 * (4 * (1 + (x : ℂ)^2)) = 1 := by
    linear_combination (2 * r * u * n + 1) * k1 - 4 * n^2 * u^2 * hr'
  have k3 : 1 - u^2 = 2 * x * u := by
    rw [hu]
    linear_combination -hr'
  have hfin : 1/2 + n^2 * ((1 - u^2)^2 + 4 * u^2 * Complex.cos ((A : ℂ) * r * t))/2 =
      (1 + 2 * (x : ℂ)^2) / (2 * (1 + (x : ℂ)^2)) +
        Complex.cos ((A : ℂ) * r * t) / (2 * (1 + (x : ℂ)^2)) := by
    rw [← add_div (1 + 2 * (x : ℂ)^2), eq_div_iff hq]
    linear_combination ((x : ℂ)^2 + Complex.cos ((A : ℂ) * r * t)) * k2 +
      n^2 * (1 + (x : ℂ)^2) * (1 - u^2 + 2 * x * u) * k3
  rw [residual]
  push_cast
  rw [← hfin]
  linear_combination h1/2 + n^2 * (u^4 - u^2)/2 * h2 + n^2 * (1 - u^2)/2 * h3 + n^2 * u^2 * hC
```

The smallest field is $x=0$. There the two mixed states are equal-weight combinations, and the polarization swings fully between 1 and 0 when $A\neq0$:

$$P(t)=\tfrac12(1+\cos At).$$

```lean
/-- In zero field the muon polarization is `(1 + cos(A t))/2`. -/
theorem polarization_zero_field (A t : ℝ) :
    polarization A 0 0 t = (((1 + Real.cos (A * t)) / 2 : ℝ) : ℂ) := by
  rw [polarization_eq (x := 0) (by simp) t]
  congr 1
  norm_num [residual]
  ring
```

## Time average and repolarization

Let $\Omega=A\sqrt{1+x^2}$, with $A\neq0$. Integrating the cosine gives, for $T\neq0$,

$$\frac1T\int_0^T P(t)\,dt=R(x)+\frac{\sin(\Omega T)}{2(1+x^2)\,\Omega T}.$$

Lean obtains the integral from an explicit antiderivative, after replacing $P$ by its closed form.

```lean
/-- The exact average of the polarization over a finite time window `[0, T]`. -/
theorem average_eq {A ωe ωμ x T : ℝ} (hA : A ≠ 0) (hx : A * x = ωe + ωμ) (hT : T ≠ 0) :
    (T : ℂ)⁻¹ * ∫ t in (0 : ℝ)..T, polarization A ωe ωμ t =
      ((residual x + Real.sin (A * √(1 + x^2) * T) /
        (2 * (1 + x^2) * (A * √(1 + x^2) * T)) : ℝ) : ℂ) := by
  have key : ∀ c d Ω : ℝ, d ≠ 0 → Ω ≠ 0 →
      T⁻¹ * ∫ t in (0 : ℝ)..T, (c + Real.cos (Ω * t) / d) =
        c + Real.sin (Ω * T) / (d * (Ω * T)) := by
    intro c d Ω hd hΩ
    have hder : ∀ t ∈ Set.uIcc 0 T, HasDerivAt (fun s : ℝ => c * s + Real.sin (Ω * s) / (d * Ω))
        (c + Real.cos (Ω * t) / d) t := by
      intro t _
      have h1 := (((hasDerivAt_id' t).const_mul Ω).sin).div_const (d * Ω)
      have h2 := (hasDerivAt_id' t).const_mul c
      refine (h2.fun_add h1).congr_deriv ?_
      field_simp
    have hcont : Continuous fun t : ℝ => c + Real.cos (Ω * t) / d := by fun_prop
    rw [intervalIntegral.integral_eq_sub_of_hasDerivAt hder (hcont.intervalIntegrable _ _)]
    simp only [mul_zero, Real.sin_zero, zero_div, add_zero, sub_zero]
    field_simp
  have hΩ : A * √(1 + x^2) ≠ 0 := mul_ne_zero hA (Real.sqrt_pos.mpr (by positivity)).ne'
  simp_rw [polarization_eq hx]
  rw [intervalIntegral.integral_ofReal, ← Complex.ofReal_inv, ← Complex.ofReal_mul,
    key _ _ _ (by positivity) hΩ]
```

The sine is bounded by 1, so the remainder is at most a constant times $1/T$, and the average tends to $R(x)$ as $T\to+\infty$. The condition $A\neq0$ matters: without hyperfine coupling the muon stays fully polarized, and the average is 1.

```lean
/-- For `A ≠ 0` and `A x = ωe + ωμ`, the time average of the muon polarization over `[0, T]` tends
to `(1 + 2x²)/(2(1 + x²))` as `T` grows. -/
theorem average_tendsto {A ωe ωμ x : ℝ} (hA : A ≠ 0) (hx : A * x = ωe + ωμ) :
    Tendsto (fun T : ℝ => (T : ℂ)⁻¹ * ∫ t in (0 : ℝ)..T, polarization A ωe ωμ t) atTop
      (𝓝 (((1 + 2 * x^2) / (2 * (1 + x^2)) : ℝ) : ℂ)) := by
  have key : ∀ d Ω : ℝ, Tendsto (fun T : ℝ => Real.sin (Ω * T) / (d * (Ω * T))) atTop (𝓝 0) := by
    intro d Ω
    have hlim : Tendsto (fun T : ℝ => |(d * Ω)⁻¹| * |T⁻¹|) atTop (𝓝 0) := by
      simpa using (tendsto_inv_atTop_zero (𝕜 := ℝ)).abs.const_mul |(d * Ω)⁻¹|
    refine squeeze_zero_norm (fun T => ?_) hlim
    -- the sine is bounded, so the remainder decays like 1/T
    have h : Real.sin (Ω * T) / (d * (Ω * T)) = Real.sin (Ω * T) * ((d * Ω)⁻¹ * T⁻¹) := by
      rw [div_eq_mul_inv, ← mul_assoc d Ω T, mul_inv (d * Ω) T]
    rw [h, Real.norm_eq_abs, abs_mul, abs_mul]
    exact mul_le_of_le_one_left (by positivity) (Real.abs_sin_le_one _)
  have hreal := (key (2 * (1 + x^2)) (A * √(1 + x^2))).const_add (residual x)
  rw [add_zero] at hreal
  have hc := (Complex.continuous_ofReal.tendsto (residual x)).comp hreal
  refine Tendsto.congr' ?_ hc
  filter_upwards [eventually_gt_atTop (0 : ℝ)] with T hT
  exact (average_eq hA hx hT.ne').symm
```

For $0\le x<y$, cross-multiplication reduces $R(x)<R(y)$ to $x^2<y^2$. A stronger longitudinal field thus preserves more of the average polarization, starting from $R(0)=1/2$.

```lean
/-- Repolarization: the residual polarization increases strictly with the reduced field `x ≥ 0`. -/
theorem residual_strictMonoOn : StrictMonoOn residual (Set.Ici 0) := by
  intro x hx y _ hxy
  have hx0 : 0 ≤ x := hx
  have h : x^2 < y^2 := by nlinarith
  rw [residual, residual, div_lt_div_iff₀ (by positivity) (by positivity)]
  nlinarith

end

end MuoniumPolarization
```

For isolated, isotropic muonium without relaxation, this is the repolarization curve from which a longitudinal-field muon spin experiment can estimate $|A|$. Since $R$ is even in $x$, the curve does not show the sign of $A$. The model leaves out anisotropic hyperfine coupling, neighbouring nuclear spins, electron spin flips caused by the surroundings, and transverse fields.

```lean
#print axioms MuoniumPolarization.polarization_eq
-- 'MuoniumPolarization.polarization_eq' depends on axioms: [propext, Classical.choice, Quot.sound]
#print axioms MuoniumPolarization.polarization_zero_field
-- 'MuoniumPolarization.polarization_zero_field' depends on axioms: [propext, Classical.choice, Quot.sound]
#print axioms MuoniumPolarization.average_tendsto
-- 'MuoniumPolarization.average_tendsto' depends on axioms: [propext, Classical.choice, Quot.sound]
#print axioms MuoniumPolarization.residual_strictMonoOn
-- 'MuoniumPolarization.residual_strictMonoOn' depends on axioms: [propext, Classical.choice, Quot.sound]
```
